# For bounded f, the Poisson-weighted sum of (m − g) f(m) is g times that of f(m+1) − f(m)

The lemma concerns the Poisson weights P_m = exp(−g) g^m / m!, which for g ≥ 0 are the probabilities of counting m events when the mean count is g. For a bounded complex function f on the natural numbers, it states that the series of P_m (m − g) f(m) converges to g times the sum of P_m (f(m+1) − f(m)). The Lean statement allows any real g, so for negative g the weights still sum to one but are no longer all positive. The attempt uses the recurrence (m+1) P_{m+1} = g P_m to turn the factor m into a shift of f by one level, then subtracts g times the sum of P_m f(m).

An attempt in Lean 4 with a fault in it:

```lean
import Mathlib

open Finset

namespace PoissonByParts

noncomputable section

/-- The Poisson weight `P_m = exp(-g) g^m / m!`. -/
def poisson (g : ℝ) (m : ℕ) : ℝ := Real.exp (-g) * g ^ m / (m.factorial : ℝ)

/-- The Poisson weights sum to one. -/
theorem hasSum_poisson (g : ℝ) : HasSum (fun m => poisson g m) 1 := by
  have h := (Real.summable_pow_div_factorial g).hasSum.mul_left (Real.exp (-g))
  have e : ∑' m : ℕ, g ^ m / (m.factorial : ℝ) = Real.exp g := by
    rw [Real.exp_eq_exp_ℝ, NormedSpace.exp_eq_tsum_div]
  rw [e, ← Real.exp_add, neg_add_cancel, Real.exp_zero] at h
  have p : (fun m => poisson g m) = fun m : ℕ => Real.exp (-g) * (g ^ m / (m.factorial : ℝ)) :=
    funext fun m => mul_div_assoc _ _ _
  rw [p]
  exact h

/-- Summation by parts: for bounded `f`, the Poisson average of `(m - g) f(m)` is `g` times
that of `f(m+1) - f(m)`. -/
theorem poisson_by_parts (g : ℝ) {f : ℕ → ℂ} {C : ℝ} (hf : ∀ m, ‖f m‖ ≤ C) :
    HasSum (fun m : ℕ => (poisson g m : ℂ) * ((m : ℂ) - g) * f m)
      ((g : ℂ) * ∑' m, (poisson g m : ℂ) * (f (m + 1) - f m)) := by
  have S : ∀ u : ℕ → ℂ, (∀ m, ‖u m‖ ≤ C) → Summable (fun m => (poisson g m : ℂ) * u m) :=
    fun u hu => Summable.of_norm_bounded (g := fun m => ‖poisson g m‖ * C)
      ((hasSum_poisson g).summable.norm.mul_right C) fun m => by
        rw [norm_mul, Complex.norm_real]
        exact mul_le_mul_of_nonneg_left (hu m) (norm_nonneg _)
  have s1 := S f hf
  have s2 := S (fun m => f (m + 1)) fun m => hf (m + 1)
  have hp : ∀ m : ℕ, poisson g (m + 1) * ((m + 1 : ℕ) : ℝ) = g * poisson g m := fun m => by
    have h1 : (m : ℝ) + 1 ≠ 0 := by positivity
    have h2 : (m.factorial : ℝ) ≠ 0 := by positivity
    rw [poisson, poisson, Nat.factorial_succ, Nat.cast_mul, Nat.cast_succ, pow_succ]
    field_simp
  -- the factor m lowers the level by one
  have s3 : HasSum (fun m : ℕ => (poisson g m : ℂ) * (m : ℂ) * f m)
      ((g : ℂ) * ∑' m, (poisson g m : ℂ) * f (m + 1)) := by
    refine (hasSum_nat_add_iff' 1).1 ?_
    simp only [sum_range_one, Nat.cast_zero, mul_zero, zero_mul, sub_zero]
    convert s2.hasSum.mul_left (g : ℂ) using 1
    funext m
    have h := congrArg Complex.ofReal (hp m)
    simp only [Complex.ofReal_mul, Complex.ofReal_natCast] at h
    linear_combination f (m + 1) * h
  simp only [mul_sub (poisson g _ : ℂ) (f _)]
  rw [s2.tsum_sub s1, mul_sub]
  convert s3.sub (s1.hasSum.mul_left (g : ℂ)) using 1
  funext m
  show _ = (poisson g m : ℂ) * (m : ℂ) * f m - (g : ℂ) * ((poisson g m : ℂ) * f m)
  ring

end

end PoissonByParts
```

Messages:

```
Main.lean:46:4: error: Tactic `apply` failed: could not unify the conclusion of `@funext`
  ?f = ?g
with the goal
  Complex.addCommGroup.toAddCommMonoid =
    Complex.instNonUnitalCommRing.toNonUnitalNonAssocCommRing.toNonUnitalNonAssocSemiring.toAddCommMonoid

Note: The full type of `@funext` is
  ∀ {α : Sort ?u.187} {β : α → Sort ?u.186} {f g : (x : α) → β x}, (∀ (x : α), f x = g x) → f = g

case e'_3
g : ℝ
f : ℕ → ℂ
C : ℝ
hf : ∀ (m : ℕ), ‖f m‖ ≤ C
S : ∀ (u : ℕ → ℂ), (∀ (m : ℕ), ‖u m‖ ≤ C) → Summable fun m => ↑(poisson g m) * u m
s1 : Summable fun m => ↑(poisson g m) * f m
s2 : Summable fun m => ↑(poisson g m) * f (m + 1)
hp : ∀ (m : ℕ), poisson g (m + 1) * ↑(m + 1) = g * poisson g m
⊢ Complex.addCommGroup.toAddCommMonoid =
    Complex.instNonUnitalCommRing.toNonUnitalNonAssocCommRing.toNonUnitalNonAssocSemiring.toAddCommMonoid
Main.lean:53:2: error: Tactic `apply` failed: could not unify the conclusion of `@funext`
  ?f = ?g
with the goal
  Complex.instAddCommMonoid = Complex.addCommGroup.toAddCommMonoid

Note: The full type of `@funext` is
  ∀ {α : Sort ?u.201} {β : α → Sort ?u.200} {f g : (x : α) → β x}, (∀ (x : α), f x = g x) → f = g

case e'_3
g : ℝ
f : ℕ → ℂ
C : ℝ
hf : ∀ (m : ℕ), ‖f m‖ ≤ C
S : ∀ (u : ℕ → ℂ), (∀ (m : ℕ), ‖u m‖ ≤ C) → Summable fun m => ↑(poisson g m) * u m
s1 : Summable fun m => ↑(poisson g m) * f m
s2 : Summable fun m => ↑(poisson g m) * f (m + 1)
hp : ∀ (m : ℕ), poisson g (m + 1) * ↑(m + 1) = g * poisson g m
s3 : HasSum (fun m => ↑(poisson g m) * ↑m * f m) (↑g * ∑' (m : ℕ), ↑(poisson g m) * f (m + 1))
⊢ Complex.instAddCommMonoid = Complex.addCommGroup.toAddCommMonoid
```

As a diff, the version that Lean accepts:

```diff
@@ -43,15 +43,19 @@
     refine (hasSum_nat_add_iff' 1).1 ?_
     simp only [sum_range_one, Nat.cast_zero, mul_zero, zero_mul, sub_zero]
-    convert s2.hasSum.mul_left (g : ℂ) using 1
-    funext m
-    have h := congrArg Complex.ofReal (hp m)
-    simp only [Complex.ofReal_mul, Complex.ofReal_natCast] at h
-    linear_combination f (m + 1) * h
+    have k := s2.hasSum.mul_left (g : ℂ)
+    have e : ∀ m : ℕ, (g : ℂ) * ((poisson g m : ℂ) * f (m + 1))
+        = (poisson g (m + 1) : ℂ) * ((m + 1 : ℕ) : ℂ) * f (m + 1) := fun m => by
+      have h := congrArg Complex.ofReal (hp m)
+      simp only [Complex.ofReal_mul, Complex.ofReal_natCast] at h
+      linear_combination (-f (m + 1)) * h
+    simp only [e] at k
+    exact k
   simp only [mul_sub (poisson g _ : ℂ) (f _)]
   rw [s2.tsum_sub s1, mul_sub]
-  convert s3.sub (s1.hasSum.mul_left (g : ℂ)) using 1
-  funext m
-  show _ = (poisson g m : ℂ) * (m : ℂ) * f m - (g : ℂ) * ((poisson g m : ℂ) * f m)
-  ring
+  have k := s3.sub (s1.hasSum.mul_left (g : ℂ))
+  have e : ∀ m : ℕ, (poisson g m : ℂ) * (m : ℂ) * f m - (g : ℂ) * ((poisson g m : ℂ) * f m)
+      = (poisson g m : ℂ) * ((m : ℂ) - g) * f m := fun m => by ring
+  simp only [e] at k
+  exact k
 
 end
```

Both errors have the same cause. `HasSum` carries, as a hidden argument, the structure that gives the complex numbers their addition. Lean reached that structure by different routes in the goal and in the supplied fact: in the first error, for instance, through the additive group on one side and through the ring on the other. `convert … using 1` compares the two statements argument by argument, and it left the equality of these structures as a goal of its own. `funext m`, meant for the equality of the two summands, met that goal first and failed, since it is not an equation between functions.

The repair drops `convert`. In both places it names the known sum `k`, proves the summands equal for each `m` as `e`, rewrites `k` with `simp only [e] at k`, and closes with `exact k`. `exact` accepts the two structures because they agree by definition once unfolded. The algebra is unchanged; `linear_combination` gains a minus sign only because `e` states its equation the other way round.
